# For a positive potential V, the separable form built from V-orthogonal states with positive diagonal elements is exact on their span and bounded above by V

When I set up the Hamiltonian matrix in a basis of numerical atomic orbitals, I replace the non-local potential $V$ of an atom by a sum of projectors. A matrix element of $V$ between orbitals on two other atoms is a three-centre integral. After the replacement, it is a sum of products of two-centre overlaps.

The projectors come from a few states $R_i$, chosen so that $\langle R_i, V R_j\rangle = c_i\,\delta_{ij}$ with $c_i > 0$, and the replacement is

$$W u = \sum_i c_i^{-1}\,\langle V R_i, u\rangle\, V R_i .$$

I believe that for positive semidefinite $V$ this $W$ agrees with $V$ on every combination of the $R_i$, and that elsewhere it can only underestimate $V$, in the sense that $V - W$ is positive semidefinite. Can this be derived in full and checked by machine in Lean?

## The error of W comes from V acting on a residual vector

Yes, and the space need not be finite-dimensional. Take the inner product linear in its second argument. Since $V$ is symmetric, $\langle V R_i, u\rangle = \langle R_i, V u\rangle$.

**Factorisation and positivity.** Inserting the definition of $W$ gives

$$\langle u, W v\rangle = \sum_i c_i^{-1}\,\langle u, V R_i\rangle\,\langle V R_i, v\rangle .$$

If $V R_i$ is localised on the atom that carries $V$, each factor involves only that atom and the atom of one orbital. Exchanging $u$ and $v$ conjugates the expression, because the $c_i$ are real, so $W$ is symmetric. Setting $v = u$ gives $\langle W u, u\rangle = \sum_i c_i^{-1}|\langle V R_i, u\rangle|^2 \ge 0$.

**Exactness on the span.** Acting on one of the states,

$$W R_j = \sum_i c_i^{-1}\langle R_i, V R_j\rangle\, V R_i = c_j^{-1} c_j\, V R_j = V R_j ,$$

and linearity extends this to all combinations.

**The bound.** For any $u$, remove its $V$-weighted components along the $R_i$:

$$r = u - \sum_i c_i^{-1}\langle V R_i, u\rangle R_i .$$

Applying $V$ gives $V r = V u - W u$. This vector is orthogonal to every $R_i$, because $V - W$ is symmetric and annihilates $R_i$:

$$\langle V r, R_i\rangle = \langle (V-W)u, R_i\rangle = \langle u, (V-W)R_i\rangle = 0 .$$

As $u$ and $r$ differ by a combination of the $R_i$,

$$\langle (V-W)u, u\rangle = \langle V r, u\rangle = \langle V r, r\rangle \ge 0 .$$

**Where W is exact.** If $W u = V u$, then $V r = 0$, so $u$ is a combination of the $R_i$ plus a vector annihilated by $V$. Conversely, $V z = 0$ gives $\langle V R_i, z\rangle = \langle R_i, V z\rangle = 0$ for all $i$, hence $W z = 0 = V z$.

**Minimality.** Let $B$ be positive with $B R_i = V R_i$ for all $i$. The formula for $W$ uses only the vectors $V R_i$ and the numbers $c_i$, so $B$ produces the same $W$. The bound applied to $B$ shows that $B - W$ is positive. Thus $W$ is the smallest positive operator that acts on the $R_i$ as $V$ does.

## Two projectors in three dimensions

Number components and states from 0, as the Lean file does, and take

$$V = \begin{pmatrix} 2&1&0\\ 1&2&0\\ 0&0&1\end{pmatrix},\qquad R_0 = (1,0,0),\qquad R_1 = (1,-2,0).$$

Then $V R_0 = (2,1,0)$ and $V R_1 = (0,-3,0)$, so $c_0 = 2$, $c_1 = 6$ and $\langle R_0, V R_1\rangle = 0$. The state $R_1$ has norm $\sqrt5$; normalised, it would have $c_1 = 6/5$ and give the same $W$, because the scale factors cancel. The sum of the two projector terms is

$$W = \tfrac12\begin{pmatrix} 4&2&0\\ 2&1&0\\ 0&0&0\end{pmatrix} + \tfrac16\begin{pmatrix} 0&0&0\\ 0&9&0\\ 0&0&0\end{pmatrix} = \begin{pmatrix} 2&1&0\\ 1&2&0\\ 0&0&0\end{pmatrix}.$$

The difference $V - W$ is diagonal with entries $0, 0, 1$. In the normalised state $(0,1,1)/\sqrt2$ the expectation value of $V$ is $3/2$ and that of $W$ is $1$. The residual $r = (0,0,1)/\sqrt2$ is not normalised, and $\langle V r, r\rangle$ is the missing $1/2$.

## What the Lean theorems say

The central theorem, `separable_main`, reads: if `V` is positive, the states `R i` are `V`-orthogonal with diagonal elements `c i`, and every `c i` is positive, then `W` is positive, `W u = V u` for every `u` in the span of the states, and `V - W` is positive.

- `E` is a complex inner-product space of any dimension, and `ι` is the finite set that labels the states.
- `V : E →ₗ[ℂ] E` is a linear map defined on all of `E`. `IsPositive` means that it is symmetric and that its expectation values are nonnegative, so zero is allowed. Physically, the potential never makes a negative contribution to the energy expectation value.
- `VOrthogonal V R c` is the relation $\langle R_i, V R_j\rangle = c_i\delta_{ij}$, split into its diagonal and off-diagonal parts. It is assumed; constructing such states from a given set is left to the user.
- `hc : ∀ i, 0 < c i` says that every state feels the potential. For positive $V$, $c_i = 0$ would mean $V R_i = 0$, and such a state needs no projector.
- `separable V R c` is $W$, and `residual V R c u` is $r$.

For one electron in a positive potential, with no interactions, replacing $V$ by $W$ therefore never raises the energy expectation value of a given state. For a normalised state $u$, the error in that value is $\langle V r, r\rangle$, by `error_expectation`, but no theorem estimates how large it is for a given choice of the $R_i$. The theorems contain no atoms or distances: the count of centres enters only through where the orbitals and the $V R_i$ are localised. The non-local part of a pseudopotential can have negative expectation values; `V` is then not positive, and the bound is not guaranteed.

```lean
import Mathlib

open scoped InnerProductSpace ComplexConjugate

namespace SeparablePotential

noncomputable section

variable {E ι : Type*} [NormedAddCommGroup E] [InnerProductSpace ℂ E] [Fintype ι]

/-- The states `R i` are orthogonal with respect to the potential `V`, with diagonal
matrix elements `c i`. -/
def VOrthogonal (V : E →ₗ[ℂ] E) (R : ι → E) (c : ι → ℝ) : Prop :=
  (∀ i, ⟪R i, V (R i)⟫_ℂ = (c i : ℂ)) ∧ ∀ i j, i ≠ j → ⟪R i, V (R j)⟫_ℂ = 0

/-- The separable potential `W u = ∑ i, (c i)⁻¹ ⟨V R i, u⟩ V R i`, meant for nonzero `c i`. -/
def separable (V : E →ₗ[ℂ] E) (R : ι → E) (c : ι → ℝ) : E →ₗ[ℂ] E where
  toFun u := ∑ i, ((c i : ℂ)⁻¹ * ⟪V (R i), u⟫_ℂ) • V (R i)
  map_add' u v := by
    simp only [inner_add_right, mul_add, add_smul, Finset.sum_add_distrib]
  map_smul' a u := by
    simp only [inner_smul_right, Finset.smul_sum, smul_smul, RingHom.id_apply]
    exact Finset.sum_congr rfl fun i _ => by rw [mul_left_comm]

/-- What remains of `u` after its components along the `R i`, weighted by `V`, are removed;
meant for nonzero `c i`. -/
def residual (V : E →ₗ[ℂ] E) (R : ι → E) (c : ι → ℝ) (u : E) : E :=
  u - ∑ i, ((c i : ℂ)⁻¹ * ⟪V (R i), u⟫_ℂ) • R i

lemma separable_apply (V : E →ₗ[ℂ] E) (R : ι → E) (c : ι → ℝ) (u : E) :
    separable V R c u = ∑ i, ((c i : ℂ)⁻¹ * ⟪V (R i), u⟫_ℂ) • V (R i) := rfl

lemma map_residual (V : E →ₗ[ℂ] E) (R : ι → E) (c : ι → ℝ) (u : E) :
    V (residual V R c u) = V u - separable V R c u := by
  simp only [residual, separable_apply, map_sub, map_sum, map_smul]

/-- A matrix element of the separable potential between two orbitals is a sum over `i`, with weights
`(c i)⁻¹`, of products of the overlaps of the two orbitals with the projector `V R i`. -/
theorem inner_separable (V : E →ₗ[ℂ] E) (R : ι → E) (c : ι → ℝ) (u v : E) :
    ⟪u, separable V R c v⟫_ℂ = ∑ i, (c i : ℂ)⁻¹ * ⟪u, V (R i)⟫_ℂ * ⟪V (R i), v⟫_ℂ := by
  rw [separable_apply, inner_sum]
  refine Finset.sum_congr rfl fun i _ => ?_
  rw [inner_smul_right]
  ring

lemma separable_isSymmetric (V : E →ₗ[ℂ] E) (R : ι → E) (c : ι → ℝ) :
    (separable V R c).IsSymmetric := by
  intro u v
  rw [inner_separable, separable_apply, sum_inner]
  refine Finset.sum_congr rfl fun i _ => ?_
  rw [inner_smul_left, map_mul, inner_conj_symm, map_inv₀, Complex.conj_ofReal]

/-- If all `c i` are positive, the separable potential is a positive operator. -/
theorem separable_isPositive (V : E →ₗ[ℂ] E) (R : ι → E) {c : ι → ℝ} (hc : ∀ i, 0 < c i) :
    (separable V R c).IsPositive := by
  refine ⟨separable_isSymmetric V R c, fun u => ?_⟩
  rw [separable_apply, sum_inner, map_sum]
  refine Finset.sum_nonneg fun i _ => ?_
  -- each projector contributes a squared overlap divided by `c i`
  have h : ⟪((c i : ℂ)⁻¹ * ⟪V (R i), u⟫_ℂ) • V (R i), u⟫_ℂ
      = (((c i)⁻¹ * Complex.normSq ⟪V (R i), u⟫_ℂ : ℝ) : ℂ) := by
    rw [inner_smul_left, map_mul, map_inv₀, Complex.conj_ofReal, Complex.ofReal_mul,
      Complex.ofReal_inv, ← Complex.mul_conj]
    ring
  rw [h, RCLike.re_to_complex, Complex.ofReal_re]
  exact mul_nonneg (inv_nonneg.2 (hc i).le) (Complex.normSq_nonneg _)

/-- For a symmetric `V` and `V`-orthogonal states with nonzero `c i`, the separable potential
acts on each `R j` exactly as `V` does. -/
theorem separable_apply_state {V : E →ₗ[ℂ] E} {R : ι → E} {c : ι → ℝ} (hV : V.IsSymmetric)
    (hR : VOrthogonal V R c) (hc : ∀ i, c i ≠ 0) (j : ι) :
    separable V R c (R j) = V (R j) := by
  have hj : (c j : ℂ) ≠ 0 := Complex.ofReal_ne_zero.2 (hc j)
  rw [separable_apply, Finset.sum_eq_single j]
  · rw [hV (R j) (R j), hR.1 j, inv_mul_cancel₀ hj, one_smul]
  · intro i _ hij
    rw [hV (R i) (R j), hR.2 i j hij, mul_zero, zero_smul]
  · intro h
    exact absurd (Finset.mem_univ j) h

/-- For a symmetric `V` and `V`-orthogonal states with nonzero `c i`, the separable potential `W`
satisfies `⟨(V - W) u, u⟩ = ⟨V r, r⟩`, where `r` is the residual of `u`, not normalised. -/
theorem error_expectation {V : E →ₗ[ℂ] E} {R : ι → E} {c : ι → ℝ} (hV : V.IsSymmetric)
    (hR : VOrthogonal V R c) (hc : ∀ i, c i ≠ 0) (u : E) :
    ⟪(V - separable V R c) u, u⟫_ℂ = ⟪V (residual V R c u), residual V R c u⟫_ℂ := by
  -- `V` applied to the residual is orthogonal to every `R i`
  have orth : ∀ i, ⟪V (residual V R c u), R i⟫_ℂ = 0 := fun i => by
    rw [map_residual, inner_sub_left, hV u (R i), separable_isSymmetric V R c u (R i),
      separable_apply_state hV hR hc, sub_self]
  have h : ⟪V (residual V R c u), ∑ i, ((c i : ℂ)⁻¹ * ⟪V (R i), u⟫_ℂ) • R i⟫_ℂ = 0 := by
    rw [inner_sum]
    exact Finset.sum_eq_zero fun i _ => by rw [inner_smul_right, orth i, mul_zero]
  calc ⟪(V - separable V R c) u, u⟫_ℂ = ⟪V (residual V R c u), u⟫_ℂ := by
        rw [map_residual, LinearMap.sub_apply]
    _ = ⟪V (residual V R c u), u - ∑ i, ((c i : ℂ)⁻¹ * ⟪V (R i), u⟫_ℂ) • R i⟫_ℂ := by
        rw [inner_sub_right, h, sub_zero]
    _ = ⟪V (residual V R c u), residual V R c u⟫_ℂ := rfl

/-- For a positive `V` and `V`-orthogonal states with positive `c i`, the separable potential `W`
is positive, agrees with `V` on the span of the states, and `V - W` is positive. -/
theorem separable_main {V : E →ₗ[ℂ] E} {R : ι → E} {c : ι → ℝ} (hV : V.IsPositive)
    (hR : VOrthogonal V R c) (hc : ∀ i, 0 < c i) :
    (separable V R c).IsPositive ∧
    (∀ u ∈ Submodule.span ℂ (Set.range R), separable V R c u = V u) ∧
    (V - separable V R c).IsPositive := by
  have hc' : ∀ i, c i ≠ 0 := fun i => (hc i).ne'
  refine ⟨separable_isPositive V R hc, fun u hu => ?_, ?_, fun u => ?_⟩
  · refine LinearMap.eqOn_span (s := Set.range R) ?_ hu
    rintro _ ⟨j, rfl⟩
    exact separable_apply_state hV.1 hR hc' j
  · exact hV.1.sub (separable_isSymmetric V R c)
  · rw [error_expectation hV.1 hR hc']
    exact hV.2 _

/-- For a positive `V` and `V`-orthogonal states with positive `c i`, the separable potential `W`
satisfies `W u = V u` exactly when `u` is a combination of the states `R i` plus a vector
annihilated by `V`. -/
theorem separable_exact_iff {V : E →ₗ[ℂ] E} {R : ι → E} {c : ι → ℝ} (hV : V.IsPositive)
    (hR : VOrthogonal V R c) (hc : ∀ i, 0 < c i) (u : E) :
    separable V R c u = V u ↔ u ∈ Submodule.span ℂ (Set.range R) ⊔ LinearMap.ker V := by
  rw [Submodule.mem_sup]
  constructor
  · intro h
    refine ⟨∑ i, ((c i : ℂ)⁻¹ * ⟪V (R i), u⟫_ℂ) • R i, ?_, residual V R c u, ?_, ?_⟩
    · exact Submodule.sum_mem _ fun i _ =>
        Submodule.smul_mem _ _ (Submodule.subset_span ⟨i, rfl⟩)
    · rw [LinearMap.mem_ker, map_residual, h, sub_self]
    · rw [residual, add_sub_cancel]
  · rintro ⟨y, hy, z, hz, rfl⟩
    rw [LinearMap.mem_ker] at hz
    have hWz : separable V R c z = 0 := by
      rw [separable_apply]
      exact Finset.sum_eq_zero fun i _ => by
        rw [hV.1 (R i) z, hz, inner_zero_right, mul_zero, zero_smul]
    rw [map_add, map_add, (separable_main hV hR hc).2.1 y hy, hWz, hz]

/-- For `V`-orthogonal states with positive `c i`, every positive operator `B` that acts on the
states `R i` as `V` does is bounded below by the separable potential. -/
theorem separable_minimal {V B : E →ₗ[ℂ] E} {R : ι → E} {c : ι → ℝ} (hB : B.IsPositive)
    (hBV : ∀ i, B (R i) = V (R i)) (hR : VOrthogonal V R c) (hc : ∀ i, 0 < c i) :
    (B - separable V R c).IsPositive := by
  -- `B` and `V` generate the same separable potential
  have hW : separable V R c = separable B R c :=
    LinearMap.ext fun u => by simp only [separable_apply, hBV]
  have hR' : VOrthogonal B R c :=
    ⟨fun i => by rw [hBV]; exact hR.1 i, fun i j hij => by rw [hBV]; exact hR.2 i j hij⟩
  rw [hW]
  exact (separable_main hB hR' hc).2.2

/-- A model potential on three orbitals, the first two of which are coupled. -/
def modelV : EuclideanSpace ℂ (Fin 3) →ₗ[ℂ] EuclideanSpace ℂ (Fin 3) where
  toFun u := !₂[2 * u 0 + u 1, u 0 + 2 * u 1, u 2]
  map_add' u v := by
    ext i
    fin_cases i <;> simp <;> ring
  map_smul' a u := by
    ext i
    fin_cases i <;> simp <;> ring

/-- The number 2 is its own complex conjugate. -/
lemma conj_two : (starRingEnd ℂ) 2 = 2 :=
  Complex.ext (by simp) (by simp)

/-- The model potential is positive, and the states `(1, 0, 0)` and `(1, -2, 0)` are orthogonal
with respect to it, with the positive diagonal elements 2 and 6. -/
theorem separable_witness :
    modelV.IsPositive ∧
    VOrthogonal modelV ![!₂[1, 0, 0], !₂[1, -2, 0]] ![2, 6] ∧
    ∀ i, 0 < (![2, 6] : Fin 2 → ℝ) i := by
  refine ⟨⟨fun u v => ?_, fun u => ?_⟩, ⟨fun i => ?_, fun i j hij => ?_⟩, fun i => ?_⟩
  · simp [modelV, PiLp.inner_apply, Fin.sum_univ_succ, conj_two]
    ring
  · simp [modelV, PiLp.inner_apply, Fin.sum_univ_succ]
    nlinarith [sq_nonneg (u 0).re, sq_nonneg (u 0).im, sq_nonneg (u 1).re,
      sq_nonneg (u 1).im, sq_nonneg (u 2).re, sq_nonneg (u 2).im,
      sq_nonneg ((u 0).re + (u 1).re), sq_nonneg ((u 0).im + (u 1).im)]
  · fin_cases i <;> simp [modelV, PiLp.inner_apply, Fin.sum_univ_succ, conj_two]
    norm_num
  · fin_cases i <;> fin_cases j <;>
      simp [modelV, PiLp.inner_apply, Fin.sum_univ_succ, conj_two] at hij ⊢
  · fin_cases i <;> simp

end

end SeparablePotential
```

```lean
#print axioms SeparablePotential.separable_exact_iff
#print axioms SeparablePotential.separable_minimal
```

```
'SeparablePotential.separable_exact_iff' depends on axioms: [propext, Classical.choice, Quot.sound]
'SeparablePotential.separable_minimal' depends on axioms: [propext, Classical.choice, Quot.sound]
```

## From the derivation to the Lean proof

`inner_separable` is the factorisation formula, and `separable_isSymmetric` follows from it by conjugation. In `separable_isPositive`, the step `h` rewrites each term as a squared overlap divided by `c i`.

`separable_apply_state` proves $W R_j = V R_j$. `Finset.sum_eq_single j` reduces the sum to its term $i = j$, and symmetry of `V` turns each overlap into a matrix element that `VOrthogonal` supplies. This theorem and `error_expectation` assume `V`-orthogonal states, a symmetric `V` and nonzero `c i`; they do not need positivity.

`map_residual` is the identity $V r = V u - W u$. `error_expectation` then carries the main argument: `orth` shows that $V r$ is orthogonal to each $R_i$, `h` extends this to the combination subtracted from $u$, and the `calc` block is the chain $\langle (V-W)u,u\rangle = \langle Vr,u\rangle = \langle Vr,r\rangle$.

`separable_main` assembles the parts. `LinearMap.eqOn_span` passes from the individual states to their span, and positivity of `V` in the residual gives positivity of `V - W`.

In `separable_exact_iff`, the forward direction supplies the explicit splitting of $u$ into its projected part and $r$; the reverse direction shows that $W$ vanishes wherever $V$ does. `separable_minimal` first proves that `B` and `V` generate the same separable operator, then applies `separable_main` to `B`. It does not require `V` itself to be positive.

`separable_witness` confirms that the three-dimensional example meets all the hypotheses. Positivity of `modelV` rests on

$$\langle V u, u\rangle = |u_0|^2 + |u_1|^2 + |u_0+u_1|^2 + |u_2|^2 ,$$

and the squares passed to `nlinarith` are those of the real and imaginary parts of $u_0$, $u_1$, $u_0+u_1$ and $u_2$.
